# On n Singly Occupied Orbitals, Spin-Flip CIS Spans the Full CI Sector with n − 1 Alpha Electrons and One Beta Electron

Take $n$ spatial orbitals, each holding one alpha electron and no beta electron. Removing one alpha electron and adding one beta electron, in any orbitals, produces exactly the determinants with $n-1$ alpha electrons and one beta electron. There are $n^2$ of them, and their complex span, the spin-flip CIS space, is the whole CI sector with those particle numbers. For $n\ge2$ the equality fails if the orbital space also contains doubly occupied or empty orbitals.

The physical problem is that of low-spin open-shell states, such as the singlets of a diradical, where several determinants can have comparable weight and no single one is then a good starting point. The high-spin state is often well described by one determinant, and spin-flip methods reach the lower-spin states from it. For a diradical reduced to two electrons in its two open-shell orbitals, the result says that spin-flip CIS from the triplet reference is already full CI.

## Determinants as pairs of occupation sets

The type `ι` labels the spatial orbitals.

```lean
import Mathlib

open Finset

namespace SpinFlipCIS

noncomputable section

variable {ι : Type*}
```

A determinant is fixed, up to sign, by the set $A$ of orbitals occupied by alpha electrons and the set $B$ occupied by beta electrons. Write $D=(A,B)$; in Lean, $A$ is `D.1` and $B$ is `D.2`. Fermionic signs are left out, which does not affect spans, since $|D\rangle$ and $-|D\rangle$ span the same line.

```lean
/-- A Slater determinant, given by the set of spatial orbitals occupied by alpha electrons
and the set occupied by beta electrons. -/
abbrev Det (ι : Type*) := Finset ι × Finset ι
```

## Particle numbers and sectors

A CI vector $\psi$ assigns a complex amplitude $\psi(D)$ to each determinant and need not be normalised. The alpha number operator is diagonal in this representation:
$$(\hat N_\alpha\psi)(D)=|A|\,\psi(D).$$

```lean
/-- The alpha number operator on CI vectors: it multiplies the amplitude of each determinant
by its number of alpha electrons. -/
def numAlpha : (Det ι → ℂ) →ₗ[ℂ] (Det ι → ℂ) where
  toFun ψ := fun D => (D.1.card : ℂ) * ψ D
  map_add' ψ φ := by
    funext D
    simp only [Pi.add_apply]
    ring
  map_smul' c ψ := by
    funext D
    simp only [Pi.smul_apply, smul_eq_mul, RingHom.id_apply]
    ring
```

Likewise $(\hat N_\beta\psi)(D)=|B|\,\psi(D)$.

```lean
/-- The beta number operator on CI vectors: it multiplies the amplitude of each determinant
by its number of beta electrons. -/
def numBeta : (Det ι → ℂ) →ₗ[ℂ] (Det ι → ℂ) where
  toFun ψ := fun D => (D.2.card : ℂ) * ψ D
  map_add' ψ φ := by
    funext D
    simp only [Pi.add_apply]
    ring
  map_smul' c ψ := by
    funext D
    simp only [Pi.smul_apply, smul_eq_mul, RingHom.id_apply]
    ring
```

A sector is a joint eigenspace of the two operators. Its arguments `a` and `b` are the two eigenvalues; they are complex numbers because the vector space is complex.

```lean
/-- The CI sector in which the alpha and beta number operators take the values `a` and `b`. -/
def sector (a b : ℂ) : Submodule ℂ (Det ι → ℂ) :=
  Module.End.eigenspace numAlpha a ⊓ Module.End.eigenspace numBeta b
```

The two eigenvalue equations say, for every $D$,
$$(|A|-a)\,\psi(D)=0,\qquad (|B|-b)\,\psi(D)=0.$$
Where $\psi(D)\neq0$, the amplitude can be cancelled, leaving $|A|=a$ and $|B|=b$. Conversely, if these hold wherever $\psi(D)\ne0$, both equations hold everywhere, because they are trivial where the amplitude vanishes. The proof makes the same cancellation with `mul_right_cancel₀` and the same case split with `by_cases`.

```lean
/-- A CI vector lies in a sector exactly when each determinant with non-zero amplitude
has the prescribed numbers of alpha and beta electrons. -/
theorem mem_sector_iff (a b : ℂ) (ψ : Det ι → ℂ) :
    ψ ∈ sector a b ↔ ∀ D, ψ D ≠ 0 → (D.1.card : ℂ) = a ∧ (D.2.card : ℂ) = b := by
  rw [sector, Submodule.mem_inf, Module.End.mem_eigenspace_iff, Module.End.mem_eigenspace_iff]
  constructor
  · rintro ⟨h1, h2⟩ D hD
    exact ⟨mul_right_cancel₀ hD (congrFun h1 D), mul_right_cancel₀ hD (congrFun h2 D)⟩
  · intro h
    refine ⟨funext fun D => ?_, funext fun D => ?_⟩
    · change (D.1.card : ℂ) * ψ D = a * ψ D
      by_cases hD : ψ D = 0
      · simp [hD]
      · rw [(h D hD).1]
    · change (D.2.card : ℂ) * ψ D = b * ψ D
      by_cases hD : ψ D = 0
      · simp [hD]
      · rw [(h D hD).2]
```

## Flipping one spin

From here on, `i` names the orbital that loses an alpha electron and `a` the orbital that gains a beta electron:
$$(A,B)\;\mapsto\;(A\setminus\{i\},\;B\cup\{a\}).$$
Unlike the usual virtual index, $a$ may be any orbital, including $i$ itself, since every beta spin-orbital of the reference is empty.

```lean
variable [DecidableEq ι]

/-- The spin-flip excitation that takes orbital `i` out of the alpha set and puts orbital `a` into
the beta set. If `i` holds no alpha electron, the alpha set is unchanged; if `a` already holds a
beta electron, the beta set is unchanged. -/
def spinFlip (i a : ι) (D : Det ι) : Det ι := (D.1.erase i, insert a D.2)
```

There are now finitely many orbitals, $n=$ `Fintype.card ι`. The reference has all of them in $A$ and none in $B$.

```lean
variable [Fintype ι]

/-- The high-spin reference: every spatial orbital holds one alpha electron and no beta one. -/
def highSpin : Det ι := (univ, ∅)
```

A flip of the reference gives $A=\{\text{all orbitals}\}\setminus\{i\}$ and $B=\{a\}$, so $|A|+1=n$ and $|B|=1$. Conversely, suppose a determinant has these particle numbers. Then $B$ has a single element, which we call $a$. The complement of $A$ has $n-|A|=1$ element, which we call $i$. The determinant is therefore the flip from $i$ to $a$.

The Lean condition is written $|A|+1=n$ to avoid subtraction of natural numbers. In the proof, `Finset.card_eq_one` extracts the two orbitals, `omega` does the count for the complement, and an element-by-element comparison recovers $A$ from its one hole.

```lean
/-- The single spin flips of the high-spin reference on `n` orbitals are exactly the
determinants with `n - 1` alpha electrons and one beta electron. -/
theorem exists_spinFlip_iff (D : Det ι) :
    (∃ i a, spinFlip i a highSpin = D) ↔
      D.1.card + 1 = Fintype.card ι ∧ D.2.card = 1 := by
  constructor
  · rintro ⟨i, a, rfl⟩
    exact ⟨Finset.card_erase_add_one (mem_univ i), by simp [spinFlip, highSpin]⟩
  · rintro ⟨h1, h2⟩
    -- the beta electron and the alpha hole each single out one orbital
    obtain ⟨a, ha⟩ := Finset.card_eq_one.mp h2
    have hc : (D.1ᶜ).card = 1 := by
      rw [Finset.card_compl]
      omega
    obtain ⟨i, hi⟩ := Finset.card_eq_one.mp hc
    refine ⟨i, a, Prod.ext ?_ ?_⟩
    · change univ.erase i = D.1
      ext j
      have hj : j ∈ D.1ᶜ ↔ j = i := by rw [hi, Finset.mem_singleton]
      rw [Finset.mem_compl] at hj
      simp only [Finset.mem_erase, Finset.mem_univ, and_true, ne_eq]
      tauto
    · simp [spinFlip, highSpin, ha]
```

## Counting the flipped determinants

The hole in $A$ determines $i$, and the element of $B$ determines $a$, so different pairs $(i,a)$ give different determinants. Lean compares the two components separately. If $i\ne j$, then $i$ would lie in the alpha set missing $j$ but not in the alpha set missing $i$, so those sets could not be equal.

```lean
/-- Different pairs of orbitals give different single spin flips of the high-spin reference. -/
theorem spinFlip_injective :
    Function.Injective (fun p : ι × ι => spinFlip p.1 p.2 highSpin) := by
  rintro ⟨i, a⟩ ⟨j, b⟩ h
  have h1 : univ.erase i = univ.erase j := congrArg Prod.fst h
  have h2 : insert a (∅ : Finset ι) = insert b ∅ := congrArg Prod.snd h
  have hij : i = j := by
    by_contra hne
    have hi : i ∈ univ.erase j := Finset.mem_erase.mpr ⟨hne, mem_univ i⟩
    rw [← h1] at hi
    exact (Finset.mem_erase.mp hi).1 rfl
  have hab : a = b := by simpa using h2
  rw [hij, hab]
```

There are $n$ choices for $i$ and $n$ for $a$, hence $n^2$ determinants. The proof rewrites the set of determinants with the right particle numbers as the image of all orbital pairs, then uses injectivity to count that image.

```lean
/-- On `n` orbitals there are `n ^ 2` determinants with `n - 1` alpha electrons and one
beta electron. -/
theorem card_sector_determinants :
    (univ.filter fun D : Det ι => D.1.card + 1 = Fintype.card ι ∧ D.2.card = 1).card
      = Fintype.card ι ^ 2 := by
  have h : (univ.filter fun D : Det ι => D.1.card + 1 = Fintype.card ι ∧ D.2.card = 1)
      = univ.image (fun p : ι × ι => spinFlip p.1 p.2 highSpin) := by
    ext D
    simp only [Finset.mem_filter, Finset.mem_univ, true_and, Finset.mem_image, Prod.exists,
      ← exists_spinFlip_iff]
  rw [h, Finset.card_image_of_injective _ spinFlip_injective, Finset.card_univ,
    Fintype.card_prod, sq]
```

## From determinants to CI vectors

The spin-flip CIS space consists of all combinations
$$\psi=\sum_{i,a}c_{ia}\,|D_i^a\rangle,$$
where $D_i^a$ is the flip from $i$ to $a$ and the $c_{ia}$ are complex coefficients. In Lean, the basis vector $|D\rangle$ is `Pi.single D 1`, with amplitude one on $D$ and zero elsewhere.

```lean
/-- The spin-flip CIS space: all complex combinations of the single spin flips of the
high-spin reference. -/
def sfCIS : Submodule ℂ (Det ι → ℂ) :=
  Submodule.span ℂ (Set.range fun p : ι × ι =>
    (Pi.single (spinFlip p.1 p.2 highSpin) 1 : Det ι → ℂ))
```

Combining the description of sectors with that of flipped determinants, a vector lies in the sector with eigenvalues $n-1$ and $1$ exactly when all its non-zero amplitudes sit on flipped determinants. The proof applies the two earlier equivalences; the rest translates between $|A|+1=n$ in the natural numbers and $|A|=n-1$ in the complex numbers.

```lean
/-- A CI vector lies in the sector with `n - 1` alpha electrons and one beta electron exactly when
its non-zero amplitudes all belong to single spin flips of the high-spin reference. -/
theorem mem_flip_sector_iff (ψ : Det ι → ℂ) :
    ψ ∈ sector ((Fintype.card ι : ℂ) - 1) 1 ↔
      ∀ D, ψ D ≠ 0 → ∃ i a, spinFlip i a highSpin = D := by
  rw [mem_sector_iff]
  refine forall_congr' fun D => imp_congr_right fun _ => ?_
  rw [exists_spinFlip_iff]
  constructor
  · rintro ⟨h1, h2⟩
    have h3 : ((D.1.card + 1 : ℕ) : ℂ) = (Fintype.card ι : ℂ) := by
      push_cast
      rw [h1]
      ring
    exact ⟨by exact_mod_cast h3, by exact_mod_cast h2⟩
  · rintro ⟨h1, h2⟩
    exact ⟨by rw [← h1]; push_cast; ring, by rw [h2]; norm_num⟩
```

The equality of the two spaces follows by two inclusions. Each $|D_i^a\rangle$ has its only non-zero amplitude on a flipped determinant, so it lies in the sector, and so does the span. In the other direction, expand a sector vector as
$$\psi=\sum_D\psi(D)\,|D\rangle.$$
Terms with $\psi(D)=0$ vanish, and every other term is a multiple of some $|D_i^a\rangle$. These are the two branches after `le_antisymm`. For $n=0$ both spaces are zero.

```lean
/-- Spin-flip CIS from the high-spin reference on `n` singly occupied orbitals spans the full
CI sector with `n - 1` alpha electrons and one beta electron. -/
theorem sfCIS_eq_sector :
    (sfCIS : Submodule ℂ (Det ι → ℂ)) = sector ((Fintype.card ι : ℂ) - 1) 1 := by
  apply le_antisymm
  · refine Submodule.span_le.mpr ?_
    rintro _ ⟨p, rfl⟩
    refine (mem_flip_sector_iff _).mpr fun D hD => ⟨p.1, p.2, ?_⟩
    by_contra hne
    exact hD (Pi.single_eq_of_ne (Ne.symm hne) _)
  · intro ψ hψ
    -- expand the CI vector in determinants; only spin-flipped ones contribute
    have e : ψ = ∑ D, ψ D • (Pi.single D 1 : Det ι → ℂ) := by
      funext D
      simp [Finset.sum_apply, Pi.single_apply]
    rw [e]
    refine Submodule.sum_mem _ fun D _ => ?_
    by_cases hD : ψ D = 0
    · rw [hD, zero_smul]
      exact Submodule.zero_mem _
    · obtain ⟨i, a, rfl⟩ := (mem_flip_sector_iff ψ).mp hψ D hD
      exact Submodule.smul_mem _ _ (Submodule.subset_span ⟨(i, a), rfl⟩)
```

The vectors $|D_i^a\rangle$ are distinct members of the determinant basis and so are linearly independent. Their span has dimension $n^2$. Lean obtains the independence by composing the standard basis with the injective map $(i,a)\mapsto D_i^a$.

```lean
/-- The CI sector with `n - 1` alpha electrons and one beta electron in `n` orbitals has
dimension `n ^ 2`. -/
theorem finrank_sector :
    Module.finrank ℂ (sector ((Fintype.card ι : ℂ) - 1) 1 : Submodule ℂ (Det ι → ℂ))
      = Fintype.card ι ^ 2 := by
  have h : LinearIndependent ℂ (fun p : ι × ι =>
      (Pi.single (spinFlip p.1 p.2 highSpin) 1 : Det ι → ℂ)) := by
    have hb := (Pi.basisFun ℂ (Det ι)).linearIndependent.comp _ spinFlip_injective
    convert hb using 1
    funext p
    simp
  rw [← sfCIS_eq_sector, sfCIS, finrank_span_eq_card h, Fintype.card_prod, sq]
```

## Spin-flip CIS energies are exact in this space

Let $H$ be a linear operator that commutes with $\hat N_\alpha$ and $\hat N_\beta$; these are the hypotheses `hα` and `hβ`. They say that $H$ conserves the number of alpha electrons and the number of beta electrons separately. The usual spin-free electronic Hamiltonian satisfies them, whereas spin-orbit coupling in general does not. Hermiticity is not needed.

The spin-flip CIS equations require a vector $\psi$ in the spin-flip space to satisfy the Schrödinger equation on the flipped determinants only:
$$(H\psi)(D_i^a)=E\,\psi(D_i^a)\quad\text{for all } i,a.$$
Since $\psi$ lies in the sector,
$$\hat N_\alpha H\psi=H\hat N_\alpha\psi=(n-1)H\psi,\qquad \hat N_\beta H\psi=H\hat N_\beta\psi=H\psi.$$
So $H\psi$ lies in the sector too. On every determinant that is not a single flip, both $H\psi$ and $\psi$ vanish, and the equation holds there as $0=0$. Hence $H\psi=E\psi$ on all determinants, and if $\psi\neq0$, $E$ is a full CI energy. The Lean proof establishes `hH` by this calculation and then splits on whether `D` is a flipped determinant.

```lean
/-- If a Hamiltonian conserves the alpha and beta electron numbers, a spin-flip CIS vector that
solves the Schrödinger equation on the spin-flipped determinants solves it on all of them. -/
theorem sfCIS_exact (H : (Det ι → ℂ) →ₗ[ℂ] (Det ι → ℂ))
    (hα : ∀ φ, H (numAlpha φ) = numAlpha (H φ))
    (hβ : ∀ φ, H (numBeta φ) = numBeta (H φ))
    (ψ : Det ι → ℂ) (hψ : ψ ∈ sfCIS) (E : ℂ)
    (h : ∀ i a, H ψ (spinFlip i a highSpin) = E * ψ (spinFlip i a highSpin)) :
    H ψ = E • ψ := by
  rw [sfCIS_eq_sector] at hψ
  -- the Hamiltonian does not lead out of the sector
  have hH : H ψ ∈ sector ((Fintype.card ι : ℂ) - 1) 1 := by
    have hs := hψ
    rw [sector, Submodule.mem_inf, Module.End.mem_eigenspace_iff,
      Module.End.mem_eigenspace_iff] at hs ⊢
    exact ⟨by rw [← hα, hs.1, map_smul], by rw [← hβ, hs.2, map_smul]⟩
  funext D
  by_cases hD : ∃ i a, spinFlip i a highSpin = D
  · obtain ⟨i, a, rfl⟩ := hD
    exact h i a
  · have z1 : H ψ D = 0 := by
      by_contra hne
      exact hD ((mem_flip_sector_iff _).mp hH D hne)
    have z2 : ψ D = 0 := by
      by_contra hne
      exact hD ((mem_flip_sector_iff _).mp hψ D hne)
    rw [Pi.smul_apply, z1, z2, smul_zero]
```

## Two electrons in two orbitals

For $n=2$, with orbitals 1 and 2, the four flips are:

| $i$ | $a$ | alpha set | beta set |
|---|---|---|---|
| 1 | 1 | {2} | {1} |
| 1 | 2 | {2} | {2} |
| 2 | 1 | {1} | {1} |
| 2 | 2 | {1} | {2} |

If the orbitals are localised on two different sites, two of these determinants are covalent, with one electron in each orbital, and two are ionic, with both electrons in the same orbital. Take the Hubbard dimer with hopping amplitude $-1$ and on-site repulsion $3$, and order alpha creation operators before beta ones. Give both covalent determinants amplitude $y$ and both ionic ones amplitude $x$. The equations are
$$3x-2y=Ex,\qquad -2x=Ey,$$
so $E^2-3E-4=0$, and $E=-1$ or $E=4$. For $E=-1$ one finds $y=2x$; the normalised amplitudes are $2/\sqrt{10}$ on each covalent determinant and $1/\sqrt{10}$ on each ionic one. The two antisymmetric combinations have energies $0$ (covalent) and $3$ (ionic). The four energies $-1,0,3,4$ add up to $6$, the trace of the matrix, and they are the full CI energies for one alpha and one beta electron.

## An empty orbital can break the equality

Now add an empty orbital. With orbitals 0, 1 and 2, let the reference have alpha electrons in 0 and 1 only. A single spin flip gives one alpha and one beta electron, but the remaining alpha electron is still in orbital 0 or 1. The determinant with both electrons in orbital 2 has the same particle numbers and is missed: reaching it also requires moving an alpha electron. Lean checks all nine pairs $(i,a)$ with `decide`. This includes $i=2$, where there is no alpha electron to remove and `erase` leaves the alpha set unchanged.

```lean
/-- With three orbitals of which only the first two hold an alpha electron, no single spin flip
gives the determinant with the third orbital doubly occupied. -/
theorem empty_orbital_not_reached (i a : Fin 3) :
    spinFlip i a (({0, 1}, ∅) : Det (Fin 3)) ≠ ({2}, {2}) := by
  revert i a
  decide

end

end SpinFlipCIS
```

```lean
#print axioms SpinFlipCIS.sfCIS_eq_sector
-- 'SpinFlipCIS.sfCIS_eq_sector' depends on axioms: [propext, Classical.choice, Quot.sound]
#print axioms SpinFlipCIS.finrank_sector
-- 'SpinFlipCIS.finrank_sector' depends on axioms: [propext, Classical.choice, Quot.sound]
#print axioms SpinFlipCIS.sfCIS_exact
-- 'SpinFlipCIS.sfCIS_exact' depends on axioms: [propext, Classical.choice, Quot.sound]
#print axioms SpinFlipCIS.empty_orbital_not_reached
-- 'SpinFlipCIS.empty_orbital_not_reached' depends on axioms: [propext, Classical.choice, Quot.sound]
```

A molecule usually has doubly occupied and empty orbitals besides its open shells. Passing from the molecule to the $n$ orbitals used here means keeping the former full and the latter empty in every determinant, an approximation that none of the hypotheses justifies. Within that restricted space, spin-flip CIS leaves out no correlation in the sector; the space contains no determinants that describe correlation involving the other orbitals.
